# At fixed Born radii and with a damping constant c > 0, the generalised Born distance increases with separation exactly when c ≥ 1

## Can the distance shrink while the charges move apart?

The generalised Born model estimates how a solvent changes the interaction of two charges at separation $r$, and it contains a choice that I can't judge: the 4 in the exponent of

$$f(r)=\sqrt{r^2+ab\,e^{-r^2/(4ab)}},$$

where $a,b>0$ are the Born radii. This $f$ takes the place of $r$ in the solvent term. As the charges separate, $r^2$ grows but the exponential falls. Could the fall win at short range, so that $f$ decreases at first? And does the answer depend on the 4?

## The 4 is safe, and the threshold is 1

Replace the 4 by a parameter $c>0$ and hold the radii fixed while $r$ varies. The distance then increases strictly on $r\ge 0$ exactly when $c\ge 1$, so with $c=4$ it never shrinks. Despite its name, $f$ does not vanish at $r=0$: $f(0)=\sqrt{ab}$. Here and in the Lean code, "contact" means $r=0$, where the two centres coincide, and not the touching of two atomic spheres.

**Contact and lower bound.** Write $p=ab$, $s=r^2$ and

$$F(s)=s+p\,e^{-s/(cp)},\qquad f(r)=\sqrt{F(r^2)}.$$

At $s=0$ this gives $F(0)=p$, hence $f(0)=\sqrt{ab}$. The exponential term is positive, so $F(r^2)>r^2$ and $f(r)>r$.

**Growth for $c\ge1$.** Take $0\le s<t$ and set $x=(t-s)/(cp)>0$. Then

$$F(t)-F(s)=(t-s)-p\,e^{-s/(cp)}\left(1-e^{-x}\right).$$

Since $1-e^{-x}<x$ and $e^{-s/(cp)}\le1$, the subtracted term is less than $px=(t-s)/c\le t-s$. The difference is therefore positive, and taking square roots preserves the order.

**Failure for $0<c<1$.** Take $s=p(1-c)/2$ and $y=s/(cp)=(1-c)/(2c)$. From $e^y\ge1+y=(1+c)/(2c)$ it follows that

$$e^{-y}\le\frac{2c}{1+c}<\frac{1+c}{2},$$

where the last step is $(1+c)^2-4c=(1-c)^2>0$. Hence

$$F(s)<\frac{p(1-c)}2+\frac{p(1+c)}2=p=F(0).$$

At the separation $r=\sqrt{ab(1-c)/2}$ the distance is smaller than at contact.

**Large separation.** For $r>0$, $(f-r)(f+r)=p\,e^{-r^2/(cp)}$ and $f+r>2r$, so

$$0<f(r)-r\le\frac{ab\,e^{-r^2/(cab)}}{2r}\le\frac{ab}{2r}\to0.$$

Therefore $f(r)/r=1+(f(r)-r)/r\to1$.

**The interaction kernel.** For $c\ge1$ and $r>0$, the inequalities $f(r)>r$ and $f(r)>f(0)$ give $1/f(r)<1/r$ and $1/f(r)<1/\sqrt{ab}$. The kernel stays finite where the Coulomb kernel diverges.

Here is the Lean version of these arguments.

```lean
import Mathlib

open Filter Topology

namespace GeneralisedBorn

/-- The generalised Born distance between two charges at separation `r` with Born radii `a` and `b`
and damping constant `c`, for positive `a`, `b`, `c`. The usual choice is `c = 4`. -/
noncomputable def gbDistance (c a b r : ℝ) : ℝ :=
  √(r ^ 2 + a * b * Real.exp (-r ^ 2 / (c * (a * b))))

/-- At zero separation the generalised Born distance is `√(ab)`, which for positive Born radii is
their geometric mean. -/
theorem gbDistance_zero (c a b : ℝ) : gbDistance c a b 0 = √(a * b) := by
  simp [gbDistance]

/-- For positive Born radii the generalised Born distance exceeds the true separation. -/
theorem lt_gbDistance {a b : ℝ} (ha : 0 < a) (hb : 0 < b) (c r : ℝ) :
    r < gbDistance c a b r := by
  apply Real.lt_sqrt_of_sq_lt
  have h : 0 < a * b * Real.exp (-r ^ 2 / (c * (a * b))) := by positivity
  linarith

/-- The squared generalised Born distance, as a function of the squared separation `s ≥ 0`,
is strictly increasing when the product `p` of the radii is positive and `c ≥ 1`. -/
theorem radicand_lt {c p s t : ℝ} (hc : 1 ≤ c) (hp : 0 < p) (hs : 0 ≤ s) (hst : s < t) :
    s + p * Real.exp (-s / (c * p)) < t + p * Real.exp (-t / (c * p)) := by
  have hc0 : 0 < c := by linarith
  have hk : 0 < c * p := mul_pos hc0 hp
  have hx : 0 < (t - s) / (c * p) := div_pos (sub_pos.2 hst) hk
  -- the exponential lies strictly above its tangent
  have h1 := Real.add_one_lt_exp (neg_ne_zero.mpr hx.ne')
  have h2 : Real.exp (-t / (c * p))
      = Real.exp (-s / (c * p)) * Real.exp (-((t - s) / (c * p))) := by
    rw [← Real.exp_add]
    congr 1
    ring
  have h3 : Real.exp (-s / (c * p)) ≤ 1 :=
    Real.exp_le_one_iff.mpr (div_nonpos_of_nonpos_of_nonneg (by linarith) hk.le)
  have h5 : p * ((t - s) / (c * p)) ≤ t - s := by
    have h : p * ((t - s) / (c * p)) = (t - s) / c := by field_simp
    rw [h]
    exact div_le_self (sub_pos.2 hst).le hc
  -- the loss in the damping term is smaller than the gain in squared separation
  have h6 : Real.exp (-s / (c * p)) * (1 - Real.exp (-((t - s) / (c * p))))
      < (t - s) / (c * p) := by
    calc _ < Real.exp (-s / (c * p)) * ((t - s) / (c * p)) :=
          mul_lt_mul_of_pos_left (by linarith) (Real.exp_pos _)
      _ ≤ 1 * ((t - s) / (c * p)) := mul_le_mul_of_nonneg_right h3 hx.le
      _ = _ := one_mul _
  have h7 := mul_lt_mul_of_pos_left h6 hp
  rw [h2]
  nlinarith [h7, h5]

/-- For positive Born radii and `0 < c < 1`, the generalised Born distance at the separation
`√(ab(1 - c)/2)` is smaller than at zero separation. -/
theorem gbDistance_lt_contact {a b c : ℝ} (ha : 0 < a) (hb : 0 < b) (hc : 0 < c)
    (hc1 : c < 1) :
    gbDistance c a b (√(a * b * (1 - c) / 2)) < gbDistance c a b 0 := by
  have hp : 0 < a * b := mul_pos ha hb
  have hd : 0 < 1 - c := sub_pos.2 hc1
  have h2c : 2 * c ≠ 0 := by positivity
  have h : (1 + c) / (2 * c) ≤ Real.exp ((1 - c) / (2 * c)) := by
    have h0 := Real.add_one_le_exp ((1 - c) / (2 * c))
    rw [div_add_one h2c] at h0
    have h1 : 1 - c + 2 * c = 1 + c := by ring
    rwa [h1] at h0
  have hE : Real.exp (-((1 - c) / (2 * c))) < (1 + c) / 2 := by
    rw [Real.exp_neg]
    calc _ ≤ ((1 + c) / (2 * c))⁻¹ := inv_anti₀ (by positivity) h
      _ = 2 * c / (1 + c) := inv_div _ _
      _ < (1 + c) / 2 := by
        rw [div_lt_div_iff₀ (by positivity) (by positivity)]
        nlinarith [pow_pos hd 2]
  have hexp : -(a * b * (1 - c) / 2) / (c * (a * b)) = -((1 - c) / (2 * c)) := by
    field_simp
  rw [gbDistance_zero]
  unfold gbDistance
  rw [Real.sq_sqrt (by positivity), hexp]
  apply Real.sqrt_lt_sqrt (by positivity)
  nlinarith [mul_lt_mul_of_pos_left hE hp]

/-- For positive Born radii and `c > 0`, the generalised Born distance is strictly increasing
in the separation `r ≥ 0` exactly when `c ≥ 1`. -/
theorem strictMonoOn_gbDistance_iff {a b c : ℝ} (ha : 0 < a) (hb : 0 < b) (hc : 0 < c) :
    StrictMonoOn (gbDistance c a b) (Set.Ici 0) ↔ 1 ≤ c := by
  have hp : 0 < a * b := mul_pos ha hb
  constructor
  · intro h
    by_contra hlt
    have hc1 : c < 1 := not_le.mp hlt
    have hd : 0 < 1 - c := sub_pos.2 hc1
    have hr : 0 < √(a * b * (1 - c) / 2) := Real.sqrt_pos.2 (by positivity)
    exact lt_asymm (h (Set.mem_Ici.2 le_rfl) (Set.mem_Ici.2 hr.le) hr)
      (gbDistance_lt_contact ha hb hc hc1)
  · intro h x hx y _ hxy
    exact Real.sqrt_lt_sqrt (by positivity)
      (radicand_lt h hp (sq_nonneg x) (pow_lt_pow_left₀ hxy (Set.mem_Ici.mp hx) two_ne_zero))

/-- For positive Born radii and `r > 0`, the excess of the generalised Born distance over the
true separation is at most `ab exp(-r²/(c ab)) / (2r)`. -/
theorem gbDistance_sub_le {a b r : ℝ} (ha : 0 < a) (hb : 0 < b) (c : ℝ) (hr : 0 < r) :
    gbDistance c a b r - r ≤ a * b * Real.exp (-r ^ 2 / (c * (a * b))) / (2 * r) := by
  have hsq : gbDistance c a b r ^ 2 = r ^ 2 + a * b * Real.exp (-r ^ 2 / (c * (a * b))) :=
    Real.sq_sqrt (by positivity)
  rw [le_div_iff₀ (by positivity)]
  nlinarith [sq_nonneg (gbDistance c a b r - r)]

/-- For positive Born radii and `c > 0`, the difference between the generalised Born distance
and the true separation vanishes at large separation. -/
theorem tendsto_gbDistance_sub {a b c : ℝ} (ha : 0 < a) (hb : 0 < b) (hc : 0 < c) :
    Tendsto (fun r => gbDistance c a b r - r) atTop (𝓝 0) := by
  have hp : 0 < a * b := mul_pos ha hb
  have hlim : Tendsto (fun r : ℝ => a * b / 2 * r⁻¹) atTop (𝓝 0) := by
    simpa using (tendsto_inv_atTop_zero (𝕜 := ℝ)).const_mul (a * b / 2)
  refine tendsto_of_tendsto_of_tendsto_of_le_of_le' tendsto_const_nhds hlim
    (Eventually.of_forall fun r => (sub_pos.2 (lt_gbDistance ha hb c r)).le) ?_
  filter_upwards [eventually_gt_atTop (0 : ℝ)] with r hr
  have hE : Real.exp (-r ^ 2 / (c * (a * b))) ≤ 1 :=
    Real.exp_le_one_iff.mpr
      (div_nonpos_of_nonpos_of_nonneg (by linarith [sq_nonneg r]) (by positivity))
  calc _ ≤ a * b * Real.exp (-r ^ 2 / (c * (a * b))) / (2 * r) := gbDistance_sub_le ha hb c hr
    _ ≤ a * b * 1 / (2 * r) := by gcongr
    _ = a * b / 2 * r⁻¹ := by field_simp

/-- For positive Born radii, the generalised Born distance with `c = 4` equals `√(ab)` at zero
separation, exceeds `r`, is strictly increasing for `r ≥ 0`, and has ratio to `r` tending
to one at large separation. -/
theorem generalisedBorn_distance {a b : ℝ} (ha : 0 < a) (hb : 0 < b) :
    gbDistance 4 a b 0 = √(a * b) ∧
    (∀ r, 0 ≤ r → r < gbDistance 4 a b r) ∧
    StrictMonoOn (gbDistance 4 a b) (Set.Ici 0) ∧
    Tendsto (fun r => gbDistance 4 a b r / r) atTop (𝓝 1) := by
  refine ⟨gbDistance_zero 4 a b, fun r _ => lt_gbDistance ha hb 4 r,
    (strictMonoOn_gbDistance_iff ha hb (by norm_num)).2 (by norm_num), ?_⟩
  -- write the ratio as one plus the vanishing excess divided by r
  have h : Tendsto (fun r : ℝ => 1 + (gbDistance 4 a b r - r) * r⁻¹) atTop (𝓝 1) := by
    simpa using ((tendsto_gbDistance_sub ha hb (by norm_num : (0 : ℝ) < 4)).mul
      (tendsto_inv_atTop_zero (𝕜 := ℝ))).const_add 1
  refine h.congr' ?_
  filter_upwards [eventually_gt_atTop (0 : ℝ)] with r hr
  rw [sub_mul, mul_inv_cancel₀ hr.ne', div_eq_mul_inv]
  ring

/-- For positive Born radii, `c ≥ 1` and `r > 0`, the generalised Born kernel `1/f(r)` is
smaller than both the Coulomb kernel `1/r` and the contact value `1/√(ab)`. -/
theorem gbKernel_lt {a b c r : ℝ} (ha : 0 < a) (hb : 0 < b) (hc : 1 ≤ c) (hr : 0 < r) :
    1 / gbDistance c a b r < 1 / r ∧ 1 / gbDistance c a b r < 1 / √(a * b) := by
  refine ⟨one_div_lt_one_div_of_lt hr (lt_gbDistance ha hb c r),
    one_div_lt_one_div_of_lt (Real.sqrt_pos.2 (mul_pos ha hb)) ?_⟩
  rw [← gbDistance_zero c a b]
  exact (strictMonoOn_gbDistance_iff ha hb (by linarith)).2 hc
    (Set.mem_Ici.2 le_rfl) (Set.mem_Ici.2 hr.le) hr

end GeneralisedBorn
```

```lean
#print axioms GeneralisedBorn.generalisedBorn_distance
#print axioms GeneralisedBorn.gbKernel_lt
```

```
'GeneralisedBorn.generalisedBorn_distance' depends on axioms: [propext, Classical.choice, Quot.sound]
'GeneralisedBorn.gbKernel_lt' depends on axioms: [propext, Classical.choice, Quot.sound]
```

**What the statements say.** `gbDistance c a b r` is $f(r)$ with damping constant $c$. All four arguments are real numbers, with the radii and the separation in the same unit of length. The hypotheses `ha` and `hb` say that the Born radii are positive.

The theorem `generalisedBorn_distance` sets $c=4$ and joins four properties: the contact value, the bound $r<f(r)$ for every $r\ge0$, strict growth, and the limit of the ratio. `StrictMonoOn` on `Set.Ici 0` means strictly increasing on $[0,\infty)$. `Tendsto` from `atTop` to `𝓝 1` means that the ratio approaches 1 as $r\to\infty$. The threshold in $c$ is the separate equivalence `strictMonoOn_gbDistance_iff`, and `gbKernel_lt` gives the two bounds on $1/f$.

In a molecule the effective Born radii depend on the positions of all the atoms, so they change as a pair separates. The theorems describe the dependence on $r$ at given radii, and growth along a real trajectory does not follow from them.

**How the Lean proof is arranged.** `gbDistance_zero` simplifies the definition at $r=0$, and `lt_gbDistance` compares $r^2$ with the radicand. `radicand_lt` is the growth argument in $s$: `h1` supplies the strict tangent inequality for the exponential, `h2` splits the exponential at $t$ into the one at $s$ times $e^{-x}$, and `h6` bounds the loss. The condition $c\ge1$ enters through `h5`, which is $px\le t-s$.

`gbDistance_lt_contact` evaluates the distance at the explicit separation for $0<c<1$; its `hE` is the bound on $e^{-y}$. The equivalence uses this lemma to contradict monotonicity in one direction, and `radicand_lt` with $s=x^2$, $t=y^2$ in the other, where $x<y$ are now two separations.

For the tail, `gbDistance_sub_le` obtains the bound from $(f-r)^2\ge0$, which is equivalent to $2r(f-r)\le f^2-r^2$. `tendsto_gbDistance_sub` squeezes the excess between 0 and $ab/(2r)$. The main theorem then writes the ratio as $1+(f-r)\,r^{-1}$, which agrees with $f/r$ once $r>0$.

**Where $f$ enters a simulation.** In molecular dynamics with a generalised Born solvent and no dissolved salt, the polarisation energy in Gaussian units is

$$E_{\mathrm{pol}}=-\frac12\left(\frac1{\varepsilon_{\mathrm{in}}}-\frac1{\varepsilon_{\mathrm{out}}}\right)\sum_{i,j}\frac{q_iq_j}{f_{ij}},$$

with charges $q_i$, with $f_{ij}$ the value of $f$ for the separation and the Born radii of atoms $i$ and $j$, and with dielectric constants $\varepsilon_{\mathrm{in}}$ inside the solute and $\varepsilon_{\mathrm{out}}$ in the solvent. A direct evaluation first computes the effective radii from the current coordinates, then evaluates $f_{ij}$ for each pair and adds up the terms. The terms with $i=j$ have $r=0$ and $a=b$, so $f_{ii}=a$ and each reduces to the Born energy of a single ion.

For two atoms with $a=b=2$ Å at $r=4$ Å, the exponential is $e^{-1}$ and $f=\sqrt{16+4e^{-1}}\approx4.18$ Å. The kernel is then about $0.239$ Å⁻¹, against $0.25$ Å⁻¹ for Coulomb and $0.5$ Å⁻¹ for the generalised Born kernel at $r=0$.
